# Projecting before and after a positive definite preconditioner keeps a descent direction

## Where one projection fails

Project an energy gradient off the current orbital and the converged ones, precondition it, and the result can point back into their span. Following it can then mix converged orbitals into the one being optimised. Moving the only projection to the end restores orthogonality, but the step can then go uphill. Projecting both before and after avoids both faults when the preconditioner is positive definite.

This concerns orbital-by-orbital energy minimisation in electronic structure, here with real orbitals, a differentiable energy and sufficiently short steps.

## Two statements about the preconditioner

Let $E$ be a real inner product space, $V$ the span of the converged orbitals (together with the current one, if its norm is to be kept), $P$ the orthogonal projection onto $V$, and $K$ a linear preconditioner.

- If $K$ is symmetric, it maps $V^\perp$ into itself exactly when it maps $V$ into itself. This is also exactly when the second projection changes nothing.
- If $\langle x,Kx\rangle>0$ for every $x\ne0$, and $g\in V^\perp$ is nonzero, then $d=(1-P)Kg$ lies in $V^\perp$ and $\langle g,d\rangle=\langle g,Kg\rangle>0$. Symmetry is not used.

In Lean, `projectOff V x` is $(1-P)x$, and `V.HasOrthogonalProjection` supplies $P$, which always exists in finite dimension. Symmetry is `K.IsSymmetric`; positivity is the separate hypothesis `hpos`.

For the energy $f$, `hf` says that its derivative at the current orbital `c 0` is $h\mapsto\langle G,h\rangle$, so $G$ is the full gradient; put $g=(1-P)G$. The search direction `cgDirection` is $s=-d+\beta p$, with previous direction $p$ and real coefficient $\beta$. The update is any curve $c(t)$ with initial velocity $s$. A norm-preserving rotation qualifies if the current orbital is included in $V$, since $s$ is then tangent to the sphere.

The theorem assumes $g\ne0$, $p\in V^\perp$ and $\langle g,p\rangle=0$. If $V$ contains the current orbital, $p$ is the previous direction projected off $V$ again, because the orbital has moved since. The condition $\langle g,p\rangle=0$ stands for an exact line minimisation in the previous step. The conclusion is a lower energy for all sufficiently small $t>0$; it gives no step length and no convergence.

## Derivation

Suppose $K$ is symmetric and preserves $V^\perp$. For $v\in V$ and $x\in V^\perp$,
$$\langle x,Kv\rangle=\langle Kx,v\rangle=0,$$
so $Kv\in V^{\perp\perp}=V$. Conversely, if $K$ preserves $V$, then $\langle v,Kx\rangle=\langle Kv,x\rangle=0$, so $Kx\in V^\perp$. The second projection leaves $Kg$ unchanged exactly when $Kg\in V^\perp$.

For the second statement, $PKg\in V$ is orthogonal to $g$, hence
$$\langle g,d\rangle=\langle g,Kg\rangle-\langle g,PKg\rangle=\langle g,Kg\rangle>0.$$

Both $d$ and $p$ lie in $V^\perp$, so $s$ does too, and $\langle PG,s\rangle=0$. The chain rule gives
$$\left.\frac{d}{dt}f(c(t))\right|_{0}=\langle G,s\rangle=\langle g,s\rangle=-\langle g,d\rangle+\beta\langle g,p\rangle=-\langle g,Kg\rangle<0.$$
The difference quotient is therefore negative for small $t>0$, and $f(c(t))<f(c(0))$.

## Numbers in the plane, and the case $V=\{0\}$

Take
$$K=\begin{pmatrix}2&1\\1&2\end{pmatrix},\qquad V=\operatorname{span}\{(1,0)\},\qquad G=(-3,1).$$
Read $(1,0)$ as the current normalised orbital, with no others converged, so that $(0,1)$ is a direction in which it can rotate. Here $\langle x,Kx\rangle=x_0^2+x_1^2+(x_0+x_1)^2$, so $K$ is positive definite. Projecting first gives $g=(0,1)$, $Kg=(1,2)$ and $d=(0,2)$, with $\langle g,d\rangle=2=\langle g,Kg\rangle$.

Projecting only at the end gives $KG=(-5,-1)$, then $(0,-1)$, whose inner product with $g$ is $-1$. A step along minus this vector raises the energy to first order.

With nothing to project off, $V=\{0\}$ and $d=Kg$: the second statement reduces to positive definiteness.

## The Lean file

```lean
import Mathlib

open scoped InnerProductSpace Topology

namespace PreconditionedOrbitalCG

noncomputable section

variable {E : Type*} [NormedAddCommGroup E] [InnerProductSpace ℝ E]

/-- The part of `x` left after its orthogonal projection onto the subspace `V` has been removed. -/
def projectOff (V : Submodule ℝ E) [V.HasOrthogonalProjection] (x : E) : E :=
  x - V.starProjection x

/-- The conjugate-gradient direction: minus the preconditioned and re-projected gradient `g`,
plus `β` times the previous direction `p`. -/
def cgDirection (K : E →ₗ[ℝ] E) (V : Submodule ℝ E) [V.HasOrthogonalProjection]
    (g : E) (β : ℝ) (p : E) : E :=
  -projectOff V (K g) + β • p

/-- The projected vector `projectOff V x` is orthogonal to every vector of `V`. -/
theorem projectOff_mem (V : Submodule ℝ E) [V.HasOrthogonalProjection] (x : E) :
    projectOff V x ∈ Vᗮ :=
  V.sub_starProjection_mem_orthogonal x

/-- If `y` is orthogonal to `V` and differs from `x` by a vector of `V`, then `y` is the
projected vector. -/
theorem projectOff_eq (V : Submodule ℝ E) [V.HasOrthogonalProjection] {x y : E}
    (hy : y ∈ Vᗮ) (hxy : x - y ∈ V) : projectOff V x = y := by
  have h1 : projectOff V x - y ∈ Vᗮ := Vᗮ.sub_mem (projectOff_mem V x) hy
  have h2 : projectOff V x - y ∈ V := by
    have h := V.sub_mem hxy (V.starProjection_apply_mem x)
    have e : projectOff V x - y = x - y - V.starProjection x := by
      unfold projectOff
      abel
    rw [e]
    exact h
  -- the difference lies in `V` and in its complement, so it vanishes
  have h3 : ⟪projectOff V x - y, projectOff V x - y⟫_ℝ = 0 :=
    Submodule.inner_right_of_mem_orthogonal h2 h1
  exact sub_eq_zero.mp (inner_self_eq_zero.mp h3)

/-- A symmetric preconditioner maps the orthogonal complement of `V` into itself exactly when
it maps `V` into itself. -/
theorem preserves_complement_iff (K : E →ₗ[ℝ] E) (hK : K.IsSymmetric)
    (V : Submodule ℝ E) [V.HasOrthogonalProjection] :
    (∀ x ∈ Vᗮ, K x ∈ Vᗮ) ↔ ∀ v ∈ V, K v ∈ V := by
  constructor
  · intro h v hv
    rw [← V.orthogonal_orthogonal, Submodule.mem_orthogonal]
    intro x hx
    rw [← hK x v]
    exact Submodule.inner_left_of_mem_orthogonal hv (h x hx)
  · intro h x hx
    rw [Submodule.mem_orthogonal]
    intro v hv
    rw [← hK v x]
    exact Submodule.inner_right_of_mem_orthogonal (h v hv) hx

/-- For a symmetric preconditioner `K`, re-projection leaves `K g` unchanged for every `g`
orthogonal to `V` exactly when `K` maps `V` into itself. -/
theorem reprojection_idle_iff (K : E →ₗ[ℝ] E) (hK : K.IsSymmetric)
    (V : Submodule ℝ E) [V.HasOrthogonalProjection] :
    (∀ g ∈ Vᗮ, projectOff V (K g) = K g) ↔ ∀ v ∈ V, K v ∈ V := by
  rw [← preserves_complement_iff K hK V]
  constructor
  · intro h g hg
    rw [← h g hg]
    exact projectOff_mem V (K g)
  · intro h g hg
    exact projectOff_eq V (h g hg) (by simp)

/-- For a positive definite preconditioner and a nonzero gradient `g` orthogonal to `V`, the
re-projected vector `d` is orthogonal to `V` and satisfies `⟨g, d⟩ = ⟨g, K g⟩ > 0`. -/
theorem reprojected_gradient_pos (K : E →ₗ[ℝ] E) (hpos : ∀ x, x ≠ 0 → 0 < ⟪x, K x⟫_ℝ)
    (V : Submodule ℝ E) [V.HasOrthogonalProjection] {g : E} (hg : g ∈ Vᗮ) (hg0 : g ≠ 0) :
    projectOff V (K g) ∈ Vᗮ ∧ ⟪g, projectOff V (K g)⟫_ℝ = ⟪g, K g⟫_ℝ ∧
      0 < ⟪g, projectOff V (K g)⟫_ℝ := by
  -- the removed part lies in `V` and is invisible to `g`
  have h : ⟪g, projectOff V (K g)⟫_ℝ = ⟪g, K g⟫_ℝ := by
    unfold projectOff
    rw [inner_sub_right,
      Submodule.inner_left_of_mem_orthogonal (V.starProjection_apply_mem (K g)) hg, sub_zero]
  exact ⟨projectOff_mem V _, h, h ▸ hpos g hg0⟩

/-- Let the energy `f` have full gradient `G` at the current orbital `c 0`, with nonzero
projected gradient `g`, and let the previous direction `p` be orthogonal to `V` and to `g`.
With a positive definite preconditioner, every orbital update `c` that starts along the
conjugate-gradient direction lowers the energy for all sufficiently short steps. -/
theorem cg_step_lowers_energy (K : E →ₗ[ℝ] E) (hpos : ∀ x, x ≠ 0 → 0 < ⟪x, K x⟫_ℝ)
    (V : Submodule ℝ E) [V.HasOrthogonalProjection] {f : E → ℝ} {c : ℝ → E} {G p : E} (β : ℝ)
    (hf : HasFDerivAt f (innerSL ℝ G) (c 0)) (hG : projectOff V G ≠ 0)
    (hp : p ∈ Vᗮ) (hgp : ⟪projectOff V G, p⟫_ℝ = 0)
    (hc : HasDerivAt c (cgDirection K V (projectOff V G) β p) 0) :
    ∀ᶠ t in 𝓝[>] (0 : ℝ), f (c t) < f (c 0) := by
  obtain ⟨hd, -, hdpos⟩ := reprojected_gradient_pos K hpos V (projectOff_mem V G) hG
  -- along directions orthogonal to `V` the full and projected gradients agree
  have key : ∀ y ∈ Vᗮ, ⟪G, y⟫_ℝ = ⟪projectOff V G, y⟫_ℝ := by
    intro y hy
    unfold projectOff
    rw [inner_sub_left,
      Submodule.inner_right_of_mem_orthogonal (V.starProjection_apply_mem G) hy, sub_zero]
  have hslope : ⟪G, cgDirection K V (projectOff V G) β p⟫_ℝ < 0 := by
    unfold cgDirection
    rw [inner_add_right, inner_neg_right, inner_smul_right, key _ hd, key _ hp, hgp]
    linarith
  have hder : HasDerivAt (fun t => f (c t))
      ⟪G, cgDirection K V (projectOff V G) β p⟫_ℝ 0 := hf.comp_hasDerivAt 0 hc
  -- a negative slope makes the difference quotient negative for short steps
  filter_upwards [hder.tendsto_slope_zero_right.eventually_lt_const hslope,
    self_mem_nhdsWithin] with t ht ht0
  have ht0' : 0 < t := ht0
  simp only [zero_add, smul_eq_mul] at ht
  by_contra hn
  have h2 : 0 ≤ t⁻¹ * (f (c t) - f (c 0)) :=
    mul_nonneg (inv_nonneg.mpr ht0'.le) (by linarith)
  linarith

/-- The preconditioner on the plane with matrix rows `(2, 1)` and `(1, 2)`. -/
def coupledK : EuclideanSpace ℝ (Fin 2) →ₗ[ℝ] EuclideanSpace ℝ (Fin 2) where
  toFun x := !₂[2 * x 0 + x 1, x 0 + 2 * x 1]
  map_add' x y := by ext i; fin_cases i <;> simp <;> ring
  map_smul' a x := by ext i; fin_cases i <;> simp <;> ring

/-- The line spanned by the first basis vector of the plane, to be projected off. -/
def firstBand : Submodule ℝ (EuclideanSpace ℝ (Fin 2)) :=
  Submodule.span ℝ {(!₂[1, 0] : EuclideanSpace ℝ (Fin 2))}

instance : firstBand.HasOrthogonalProjection := by
  unfold firstBand
  infer_instance

/-- Projecting off the first basis vector keeps only the second coordinate. -/
theorem projectOff_firstBand (x : EuclideanSpace ℝ (Fin 2)) :
    projectOff firstBand x = !₂[0, x 1] := by
  apply projectOff_eq
  · unfold firstBand
    rw [Submodule.mem_orthogonal_singleton_iff_inner_right]
    simp [PiLp.inner_apply, Fin.sum_univ_two]
  · unfold firstBand
    refine Submodule.mem_span_singleton.mpr ⟨x 0, ?_⟩
    ext i
    fin_cases i <;> simp

/-- The preconditioner `coupledK` is symmetric and positive definite, yet preconditioning the
unprojected gradient `(-3, 1)` and projecting off `firstBand` only afterwards gives a vector whose
inner product with the projected gradient is `-1`. -/
theorem late_projection_fails :
    coupledK.IsSymmetric ∧ (∀ x, x ≠ 0 → 0 < ⟪x, coupledK x⟫_ℝ) ∧
      ⟪projectOff firstBand !₂[-3, 1], projectOff firstBand (coupledK !₂[-3, 1])⟫_ℝ = -1 := by
  refine ⟨?_, ?_, ?_⟩
  · intro x y
    simp [coupledK, PiLp.inner_apply, Fin.sum_univ_two]
    ring
  · intro x hx
    -- the quadratic form is a sum of three squares
    have h : ⟪x, coupledK x⟫_ℝ = x 0 ^ 2 + x 1 ^ 2 + (x 0 + x 1) ^ 2 := by
      simp [coupledK, PiLp.inner_apply, Fin.sum_univ_two]
      ring
    rw [h]
    by_contra hn
    have h0 : x 0 = 0 := pow_eq_zero_iff two_ne_zero |>.mp (by
      nlinarith [sq_nonneg (x 0), sq_nonneg (x 1), sq_nonneg (x 0 + x 1)])
    have h1 : x 1 = 0 := pow_eq_zero_iff two_ne_zero |>.mp (by
      nlinarith [sq_nonneg (x 0), sq_nonneg (x 1), sq_nonneg (x 0 + x 1)])
    apply hx
    ext i
    fin_cases i <;> simp [h0, h1]
  · rw [projectOff_firstBand, projectOff_firstBand]
    simp [coupledK, PiLp.inner_apply, Fin.sum_univ_two]
    norm_num

end

end PreconditionedOrbitalCG
```

```lean
#print axioms PreconditionedOrbitalCG.reprojection_idle_iff
-- 'PreconditionedOrbitalCG.reprojection_idle_iff' depends on axioms: [propext, Classical.choice, Quot.sound]
#print axioms PreconditionedOrbitalCG.cg_step_lowers_energy
-- 'PreconditionedOrbitalCG.cg_step_lowers_energy' depends on axioms: [propext, Classical.choice, Quot.sound]
#print axioms PreconditionedOrbitalCG.late_projection_fails
-- 'PreconditionedOrbitalCG.late_projection_fails' depends on axioms: [propext, Classical.choice, Quot.sound]
```

## From the derivation to the code

`projectOff_mem` places the projected vector in $V^\perp$. `projectOff_eq` identifies it by uniqueness: two candidates differ by a vector in both $V$ and $V^\perp$, which has zero inner product with itself.

In `preserves_complement_iff`, the rewrite with `V.orthogonal_orthogonal` replaces $V$ by its double complement, and `hK` moves $K$ across the inner product. `reprojection_idle_iff` combines this equivalence with the two projection lemmas.

`reprojected_gradient_pos` expands $\langle g,d\rangle$ with `inner_sub_right` and removes the term in $V$. In `cg_step_lowers_energy`, `key` exchanges $G$ for $g$ along $V^\perp$, `hslope` gives the negative slope, and `hder` is the chain rule. The right-hand limit of the difference quotient then gives the energy decrease.

For the plane, `projectOff_firstBand` uses uniqueness to show that only the second coordinate survives. `late_projection_fails` proves positivity from the three squares and evaluates the inner product $-1$.
